# Closed form within one cell for a Bloch sum of decaying exponentials on an infinite chain

Each site $na$ of an infinite chain, with $n$ any integer, carries the exponential $e^{-\kappa|x-na|}$ weighted by the Bloch phase $e^{iqna}$, where $\kappa$ and $a$ are positive and $q$ is real. The lemma says that for $0 \le x \le a$ these terms sum to $[\sinh\kappa(a-x) + e^{iqa}\sinh\kappa x]/(\cosh\kappa a - \cos qa)$. The exponentials are unnormalised: a factor $\sqrt\kappa$ would normalise each one on the line, and would multiply the sum as well. The proof splits the sites into $n \ge 1$, $n = 0$ and $n \le -1$, sums the two outer parts as geometric series, and then matches the total to the stated quotient.

This version doesn't compile in Lean 4 with Mathlib:

```lean
import Mathlib

namespace DeltaCombScattering

noncomputable section

/-- The Bloch phase `exp(i q n a)` of site `n` in a chain of spacing `a`. -/
def blochPhase (q a : ℝ) (n : ℤ) : ℂ := Complex.exp (q * n * a * Complex.I)

/-- The wave at `x` sent out by site `n`: a decaying exponential centred at `n a`,
weighted by the Bloch phase of the site. -/
def siteWave (κ a q x : ℝ) (n : ℤ) : ℂ :=
  (Real.exp (-(κ * |x - n * a|)) : ℂ) * blochPhase q a n

/-- Inside the cell `0 ≤ x ≤ a`, the waves from all sites add up to a combination of
`sinh(κ (a - x))` and `sinh(κ x)`. -/
theorem hasSum_siteWave {κ a x : ℝ} (hκ : 0 < κ) (ha : 0 < a) (q : ℝ)
    (hx : 0 ≤ x) (hxa : x ≤ a) :
    HasSum (siteWave κ a q x)
      ((Complex.sinh (κ * (a - x)) + Complex.exp (q * a * Complex.I) * Complex.sinh (κ * x)) /
        (Complex.cosh (κ * a) - Complex.cos (q * a))) := by
  have hp : 0 < κ * a := mul_pos hκ ha
  -- the ratios of the two geometric series
  have hz : ‖Complex.exp (-(κ * a) + q * a * Complex.I)‖ < 1 := by
    rw [Complex.norm_exp]
    apply Real.exp_lt_one
    have h : (-(κ * a) + q * a * Complex.I : ℂ).re = -(κ * a) := by simp
    rw [h]; linarith
  have hw : ‖Complex.exp (-(κ * a) + -(q * a * Complex.I))‖ < 1 := by
    rw [Complex.norm_exp]
    apply Real.exp_lt_one
    have h : (-(κ * a) + -(q * a * Complex.I) : ℂ).re = -(κ * a) := by simp
    rw [h]; linarith
  have ne : ∀ z : ℂ, ‖z‖ < 1 → 1 - z ≠ 0 := by
    intro z h h0
    rw [← sub_eq_zero.mp h0] at h
    simp at h
  -- sites to the right of the cell
  have h1 : ∀ n : ℕ, siteWave κ a q x ((n : ℤ) + 1) = Complex.exp (κ * x) *
      Complex.exp (-(κ * a) + q * a * Complex.I) *
        Complex.exp (-(κ * a) + q * a * Complex.I) ^ n := by
    intro n
    have hn : 0 ≤ (n : ℝ) * a := by positivity
    have hab : |x - (((n : ℤ) + 1 : ℤ) : ℝ) * a| = (n + 1) * a - x := by
      push_cast
      rw [abs_of_nonpos (by linarith)]; ring
    rw [siteWave, blochPhase, hab, Complex.ofReal_exp, ← Complex.exp_nat_mul,
      ← Complex.exp_add, ← Complex.exp_add, ← Complex.exp_add]
    congr 1; push_cast; ring
  -- sites to the left of the origin
  have h2 : ∀ n : ℕ, siteWave κ a q x (-((n : ℤ) + 1)) = Complex.exp (-(κ * x)) *
      Complex.exp (-(κ * a) + -(q * a * Complex.I)) *
        Complex.exp (-(κ * a) + -(q * a * Complex.I)) ^ n := by
    intro n
    have hn : 0 ≤ (n : ℝ) * a := by positivity
    have hab : |x - ((-((n : ℤ) + 1) : ℤ) : ℝ) * a| = (n + 1) * a + x := by
      push_cast
      rw [abs_of_nonneg (by linarith)]; ring
    rw [siteWave, blochPhase, hab, Complex.ofReal_exp, ← Complex.exp_nat_mul,
      ← Complex.exp_add, ← Complex.exp_add, ← Complex.exp_add]
    congr 1; push_cast; ring
  have h0 : siteWave κ a q x 0 = Complex.exp (-(κ * x)) := by
    simp [siteWave, blochPhase, abs_of_nonneg hx]
  have s1 := (hasSum_geometric_of_norm_lt_one hz).mul_left
    (Complex.exp (κ * x) * Complex.exp (-(κ * a) + q * a * Complex.I))
  have s2 := (hasSum_geometric_of_norm_lt_one hw).mul_left
    (Complex.exp (-(κ * x)) * Complex.exp (-(κ * a) + -(q * a * Complex.I)))
  simp only [← h1] at s1
  simp only [← h2] at s2
  have H := HasSum.of_add_one_of_neg_add_one s1 s2
  have alg : ∀ E F z w : ℂ, 1 - z ≠ 0 → 1 - w ≠ 0 →
      E * z * (1 - z)⁻¹ + F + F * w * (1 - w)⁻¹ =
        (E * z * (1 - w) + F * (1 - z)) / ((1 - z) * (1 - w)) := by
    intro E F z w h h'
    field_simp <;> ring
  rw [h0, alg _ _ _ _ (ne _ hz) (ne _ hw)] at H
  -- a common factor 2 exp(-κ a) turns the quotient into hyperbolic functions
  have hr : Complex.exp (κ * a) * Complex.exp (-(κ * a)) = 1 := by
    rw [← Complex.exp_add, add_neg_cancel, Complex.exp_zero]
  have hu : Complex.exp (q * a * Complex.I) * Complex.exp (-(q * a * Complex.I)) = 1 := by
    rw [← Complex.exp_add, add_neg_cancel, Complex.exp_zero]
  have hs : Complex.sinh (κ * (a - x)) = (Complex.exp (κ * a) * Complex.exp (-(κ * x)) -
      Complex.exp (-(κ * a)) * Complex.exp (κ * x)) / 2 := by
    rw [Complex.sinh, ← Complex.exp_add, ← Complex.exp_add]
    ring_nf
  have hc : (2 * Complex.exp (-(κ * a)) : ℂ) ≠ 0 :=
    mul_ne_zero two_ne_zero (Complex.exp_ne_zero _)
  convert H using 1
  rw [← mul_div_mul_left _ _ hc, hs, Complex.sinh, Complex.cosh, Complex.cos, neg_mul,
    Complex.exp_add, Complex.exp_add]
  congr 1
  · linear_combination Complex.exp (-(κ * x)) * hr +
      Complex.exp (-(κ * a)) ^ 2 * Complex.exp (κ * x) * hu
  · linear_combination hr - Complex.exp (-(κ * a)) ^ 2 * hu

end

end DeltaCombScattering
```

Lean reports:

```
Main.lean:26:10: error(lean.unknownIdentifier): Unknown constant `Real.exp_lt_one`
Main.lean:27:4: error: No goals to be solved
Main.lean:31:10: error(lean.unknownIdentifier): Unknown constant `Real.exp_lt_one`
Main.lean:32:4: error: No goals to be solved
Main.lean:89:6: error: Tactic `rewrite` failed: Did not find an occurrence of the pattern
  ?m.1013 / ?m.1014
in the target expression
  Complex.instAddCommMonoid =
    Complex.instNonUnitalCommRing.toNonUnitalNonAssocCommRing.toNonUnitalNonAssocSemiring.toAddCommMonoid

case e'_3
κ a x : ℝ
hκ : 0 < κ
ha : 0 < a
q : ℝ
hx : 0 ≤ x
hxa : x ≤ a
hp : 0 < κ * a
hz : ‖Complex.exp (-(↑κ * ↑a) + ↑q * ↑a * Complex.I)‖ < 1
hw : ‖Complex.exp (-(↑κ * ↑a) + -(↑q * ↑a * Complex.I))‖ < 1
ne : ∀ (z : ℂ), ‖z‖ < 1 → 1 - z ≠ 0
h1 :
  ∀ (n : ℕ),
    siteWave κ a q x (↑n + 1) =
      Complex.exp (↑κ * ↑x) * Complex.exp (-(↑κ * ↑a) + ↑q * ↑a * Complex.I) *
        Complex.exp (-(↑κ * ↑a) + ↑q * ↑a * Complex.I) ^ n
h2 :
  ∀ (n : ℕ),
    siteWave κ a q x (-(↑n + 1)) =
      Complex.exp (-(↑κ * ↑x)) * Complex.exp (-(↑κ * ↑a) + -(↑q * ↑a * Complex.I)) *
        Complex.exp (-(↑κ * ↑a) + -(↑q * ↑a * Complex.I)) ^ n
h0 : siteWave κ a q x 0 = Complex.exp (-(↑κ * ↑x))
s1 :
  HasSum (fun i => siteWave κ a q x (↑i + 1))
    (Complex.exp (↑κ * ↑x) * Complex.exp (-(↑κ * ↑a) + ↑q * ↑a * Complex.I) *
      (1 - Complex.exp (-(↑κ * ↑a) + ↑q * ↑a * Complex.I))⁻¹)
s2 :
  HasSum (fun i => siteWave κ a q x (-(↑i + 1)))
    (Complex.exp (-(↑κ * ↑x)) * Complex.exp (-(↑κ * ↑a) + -(↑q * ↑a * Complex.I)) *
      (1 - Complex.exp (-(↑κ * ↑a) + -(↑q * ↑a * Complex.I)))⁻¹)
H :
  HasSum (siteWave κ a q x)
    ((Complex.exp (↑κ * ↑x) * Complex.exp (-(↑κ * ↑a) + ↑q * ↑a * Complex.I) *
          (1 - Complex.exp (-(↑κ * ↑a) + -(↑q * ↑a * Complex.I))) +
        Complex.exp (-(↑κ * ↑x)) * (1 - Complex.exp (-(↑κ * ↑a) + ↑q * ↑a * Complex.I))) /
      ((1 - Complex.exp (-(↑κ * ↑a) + ↑q * ↑a * Complex.I)) * (1 - Complex.exp (-(↑κ * ↑a) + -(↑q * ↑a * Complex.I)))))
alg :
  ∀ (E F z w : ℂ),
    1 - z ≠ 0 →
      1 - w ≠ 0 → E * z * (1 - z)⁻¹ + F + F * w * (1 - w)⁻¹ = (E * z * (1 - w) + F * (1 - z)) / ((1 - z) * (1 - w))
hr : Complex.exp (↑κ * ↑a) * Complex.exp (-(↑κ * ↑a)) = 1
hu : Complex.exp (↑q * ↑a * Complex.I) * Complex.exp (-(↑q * ↑a * Complex.I)) = 1
hs :
  Complex.sinh (↑κ * (↑a - ↑x)) =
    (Complex.exp (↑κ * ↑a) * Complex.exp (-(↑κ * ↑x)) - Complex.exp (-(↑κ * ↑a)) * Complex.exp (↑κ * ↑x)) / 2
hc : 2 * Complex.exp (-(↑κ * ↑a)) ≠ 0
⊢ Complex.instAddCommMonoid =
    Complex.instNonUnitalCommRing.toNonUnitalNonAssocCommRing.toNonUnitalNonAssocSemiring.toAddCommMonoid
```

Lean accepts the file once it reads:

```diff
@@ -24,10 +24,10 @@
   have hz : ‖Complex.exp (-(κ * a) + q * a * Complex.I)‖ < 1 := by
     rw [Complex.norm_exp]
-    apply Real.exp_lt_one
+    apply Real.exp_lt_one_iff.mpr
     have h : (-(κ * a) + q * a * Complex.I : ℂ).re = -(κ * a) := by simp
     rw [h]; linarith
   have hw : ‖Complex.exp (-(κ * a) + -(q * a * Complex.I))‖ < 1 := by
     rw [Complex.norm_exp]
-    apply Real.exp_lt_one
+    apply Real.exp_lt_one_iff.mpr
     have h : (-(κ * a) + -(q * a * Complex.I) : ℂ).re = -(κ * a) := by simp
     rw [h]; linarith
@@ -36,5 +36,5 @@
     rw [← sub_eq_zero.mp h0] at h
     simp at h
-  -- sites to the right of the cell
+  -- sites to the right of the origin
   have h1 : ∀ n : ℕ, siteWave κ a q x ((n : ℤ) + 1) = Complex.exp (κ * x) *
       Complex.exp (-(κ * a) + q * a * Complex.I) *
@@ -73,5 +73,6 @@
         (E * z * (1 - w) + F * (1 - z)) / ((1 - z) * (1 - w)) := by
     intro E F z w h h'
-    field_simp <;> ring
+    field_simp
+    ring
   rw [h0, alg _ _ _ _ (ne _ hz) (ne _ hw)] at H
   -- a common factor 2 exp(-κ a) turns the quotient into hyperbolic functions
@@ -86,5 +87,6 @@
   have hc : (2 * Complex.exp (-(κ * a)) : ℂ) ≠ 0 :=
     mul_ne_zero two_ne_zero (Complex.exp_ne_zero _)
-  convert H using 1
+  refine Eq.subst (motive := fun s => HasSum (siteWave κ a q x) s) ?_ H
+  symm
   rw [← mul_div_mul_left _ _ hc, hs, Complex.sinh, Complex.cosh, Complex.cos, neg_mul,
     Complex.exp_add, Complex.exp_add]
```

What went wrong. Lean knows no constant `Real.exp_lt_one`. After each failed `apply` it gives up the current goal, so the next line meets "No goals to be solved"; these two errors are only consequences. `Real.exp_lt_one_iff.mpr` exists and reduces the bound to a negative exponent, which the following lines prove.

The last error comes from `convert H using 1`. The goal and `H` reach the additive structure on `ℂ` by different instance paths, and `convert` left their equality as a goal of its own. The `rw` meant for the sums landed on that goal, where there is no quotient to rewrite. The repair uses `Eq.subst` with a motive in which only the value of the sum varies. Lean then accepts `H` by unfolding the instances, and only the equality of the two values remains. `symm` puts the stated quotient on the left, where the `rw` expects it.

Putting `field_simp` and `ring` on separate lines and rewording the comment are mere tidying.
